# For a finite Hermitian matrix H, ‖(H − z)v‖ is at least ‖v‖ times the distance from z to the spectrum

Let `H` be a Hermitian matrix over a finite index set, read as the Hamiltonian of a particle on finitely many sites, and let the complex energy `z` lie at distance at least `d > 0` from every eigenvalue of `H`. The declaration `gap_lower_bound` states that d‖v‖ ≤ ‖(H − z)v‖ in the Euclidean norm, for every vector `v` of complex site amplitudes. The vector need not be normalised; if it is, the bound says that (H − z)v has norm at least `d`. The proof squares both sides and expands the two norms in the eigenbasis of `H`, where H − z multiplies the component along the k-th eigenvector by E_k − z, a factor of modulus at least `d`, so that the inequality holds term by term.

Lean 4 with Mathlib refuses this proof:

```lean
import Mathlib

open Matrix

namespace CombesThomas

noncomputable section

variable {n : Type*} [Fintype n] [DecidableEq n]

/-- The Euclidean norm of a vector of site amplitudes. -/
def ampNorm (v : n → ℂ) : ℝ := ‖(WithLp.toLp 2 v : EuclideanSpace ℂ n)‖

/-- If `z` is at distance at least `d` from every eigenvalue of `H`, then `H - z`
stretches every vector by at least the factor `d`. -/
theorem gap_lower_bound {H : Matrix n n ℂ} (hH : H.IsHermitian) {z : ℂ} {d : ℝ}
    (hd : 0 < d) (hgap : ∀ k, d ≤ ‖(hH.eigenvalues k : ℂ) - z‖) (v : n → ℂ) :
    d * ampNorm v ≤ ampNorm ((H - z • 1) *ᵥ v) := by
  have hz : (H - z • (1 : Matrix n n ℂ)) *ᵥ v = H *ᵥ v - z • v := by
    rw [Matrix.sub_mulVec, Matrix.smul_mulVec, Matrix.one_mulVec]
  -- in the eigenbasis, `H - z` multiplies each component by `E_k - z`
  have key : ∀ k, inner ℂ (hH.eigenvectorBasis k) (WithLp.toLp 2 ((H - z • 1) *ᵥ v)) =
      ((hH.eigenvalues k : ℂ) - z) *
        inner ℂ (hH.eigenvectorBasis k) (WithLp.toLp 2 v) := by
    intro k
    have hin : ∀ w : n → ℂ, inner ℂ (hH.eigenvectorBasis k) (WithLp.toLp 2 w) =
        star (hH.eigenvectorBasis k).ofLp ⬝ᵥ w := fun w =>
      (EuclideanSpace.inner_eq_star_dotProduct _ _).trans (dotProduct_comm _ _)
    have h1 : star (hH.eigenvectorBasis k).ofLp ᵥ* H =
        (hH.eigenvalues k : ℂ) • star (hH.eigenvectorBasis k).ofLp := by
      have h2 := congrArg star (hH.mulVec_eigenvectorBasis k)
      rw [Matrix.star_mulVec, hH.eq] at h2
      rw [h2]
      ext l
      simp
    rw [hin, hin, hz, dotProduct_sub, Matrix.dotProduct_mulVec, h1, smul_dotProduct,
      dotProduct_smul, smul_eq_mul, smul_eq_mul]
    ring
  refine (sq_le_sq₀ (mul_nonneg hd.le (norm_nonneg _)) (norm_nonneg _)).mp ?_
  unfold ampNorm
  rw [mul_pow, ← hH.eigenvectorBasis.sum_sq_norm_inner_right,
    ← hH.eigenvectorBasis.sum_sq_norm_inner_right, Finset.mul_sum]
  refine Finset.sum_le_sum fun k _ => ?_
  rw [key k, norm_mul, mul_pow]
  exact mul_le_mul_of_nonneg_right (pow_le_pow_left₀ hd.le (hgap k) 2) (sq_nonneg _)

end

end CombesThomas
```

The error:

```
Main.lean:40:9: error: Tactic `unfold` failed to unfold `ampNorm` in
  (d * ‖WithLp.toLp 2 v‖) ^ 2 ≤ ‖WithLp.toLp 2 ((H - z • 1) *ᵥ v)‖ ^ 2
```

The message says that `unfold ampNorm` found no `ampNorm` to unfold: the goal it prints is already written with the norms `‖WithLp.toLp 2 …‖`.

The definition was opened one step earlier, by the `refine` line. There the two sides of the inequality are shown to be nonnegative with `norm_nonneg _`, which speaks of an expression of the form `‖_‖`. To match this with the stated goal, which has `ampNorm v` and `ampNorm ((H - z • 1) *ᵥ v)`, Lean unfolded `ampNorm` during unification. The new goal left by `?_` therefore carries the norms themselves, and `unfold`, which reports an error when it has nothing to unfold, stops the proof.

The diff deletes the `unfold` line and changes nothing else. The goal already has the form that the following `rw` needs, since `mul_pow` and `sum_sq_norm_inner_right` apply to the squared norms as they stand.

This version goes through:

```diff
@@ -38,5 +38,4 @@
     ring
   refine (sq_le_sq₀ (mul_nonneg hd.le (norm_nonneg _)) (norm_nonneg _)).mp ?_
-  unfold ampNorm
   rw [mul_pow, ← hH.eigenvectorBasis.sum_sq_norm_inner_right,
     ← hH.eigenvectorBasis.sum_sq_norm_inner_right, Finset.mul_sum]
```
